# The Koelling–Harmon radial equation from the Dirac equations, with a spin-orbit term that cancels in the $|\kappa|$-weighted sum at common radial functions

## Does the spin-orbit term really average out?

For a Dirac electron in a differentiable spherical potential $V(r)$, the large component $g$ obeys a radial equation that splits into a scalar part and a spin-orbit part proportional to $(\kappa+1)V'$. Averaging over the two values of $\kappa$ that belong to one $l$ is said to remove the second part. I would like to see every step of this, with a proof that Lean has checked, and to know what exactly is being averaged.

## It does, if both channels share $E$, $g$ and $\varphi$

In atomic units, let $E$ be the energy without the rest energy, $c\neq0$ the speed of light, and

$$M=1+\frac{E-V}{2c^2}\neq0 .$$

Let $f$ be the small component. If $g$ and $f$ solve the radial Dirac equations on $r>0$,

$$g'=-\frac{\kappa+1}{r}g+2Mcf,\qquad f'=\frac{\kappa-1}{r}f+\frac{V-E}{c}g,$$

then $\varphi=g'/(2Mc)$ satisfies

$$\varphi'=-\frac{2}{r}\varphi+\left[\frac{\kappa(\kappa+1)}{2Mcr^2}+\frac{V-E}{c}\right]g-\frac{(\kappa+1)V'}{4M^2c^3r}g .$$

This is still the Dirac equation, rewritten. The scalar-relativistic approximation begins when the last term is dropped. The resulting equation is used for atoms in electronic-structure codes; here it concerns one electron in a given spherical potential.

### Eliminating the small component

Dividing the first Dirac equation by $2Mc$ gives

$$\varphi=f-\frac{(\kappa+1)g}{2Mcr}.$$

Differentiate, using $g'=2Mc\varphi$ in the quotient:

$$\varphi'=f'-\frac{\kappa+1}{r}\varphi+\frac{(\kappa+1)g}{2Mcr}\left(\frac1r+\frac{M'}{M}\right).$$

Insert $f=\varphi+(\kappa+1)g/(2Mcr)$ into the second Dirac equation:

$$f'=\frac{\kappa-1}{r}\varphi+\frac{(\kappa-1)(\kappa+1)}{2Mcr^2}g+\frac{V-E}{c}g.$$

The coefficients of $\varphi/r$ add to $(\kappa-1)-(\kappa+1)=-2$. Those of $g/(2Mcr^2)$ add to $(\kappa+1)(\kappa-1)+(\kappa+1)=\kappa(\kappa+1)$. Finally, $M'=-V'/(2c^2)$ turns the remaining term into the spin-orbit term.

### The two channels of one $l$

The equation $\kappa(\kappa+1)=l(l+1)$ factorises as $(\kappa-l)(\kappa+l+1)=0$, so $\kappa=l$ or $\kappa=-l-1$. The weights $|\kappa|$ are $l$ and $l+1$, proportional to the degeneracies $2j+1=2|\kappa|$. The weighted sum of $\kappa+1$ is

$$l(l+1)+(l+1)(-l)=0.$$

The scalar part is the same in both channels and acquires the total weight $2l+1$; division by $2l+1$ gives the average. For $l=0$ the value $\kappa=0$ is not a physical channel, and its weight is zero. The remaining channel, $\kappa=-1$, has no spin-orbit term at all, so there the scalar equation is exact.

### What the Lean statements say

`DiracRadial` states the two Dirac equations at every $r>0$; $g$ and $f$ are the radial functions themselves, not multiplied by $r$. `HasDerivAt g a r` means that $g$ is differentiable at $r$ with derivative $a$. The number $\kappa$ is any integer, and `V'` is a separate function that the hypothesis `hV` identifies as the derivative of $V$.

In `koelling_harmon`, $\varphi$ enters through $g'=2Mc\varphi$. Its differentiability is a conclusion, and `fullRHS` is its derivative: `scalarRHS` minus `spinOrbit`.

The condition $M\neq0$ keeps the local relativistic mass from vanishing. It holds automatically for $V\le0$ and $E>-2c^2$, the usual situation of a bound electron. Differentiability of $V$ excludes potentials with steps or kinks at $r>0$.

`spin_orbit_average` compares right-hand sides with the same $E$, $g$ and $\varphi$ inserted. True Dirac solutions for the two channels generally differ, so the theorem does not make their average a solution of the scalar equation, nor does it bound the error of dropping spin-orbit coupling. Boundary conditions, quantisation of $E$ and self-consistency do not enter.

```lean
import Mathlib

open Filter Topology

namespace KoellingHarmon

noncomputable section

variable {c E : ℝ} {κ : ℤ} {V V' g f φ : ℝ → ℝ}

/-- The position-dependent relativistic mass `M = 1 + (E - V) / (2 c²)` in atomic units,
for `c ≠ 0`. -/
def relMass (c E : ℝ) (V : ℝ → ℝ) (r : ℝ) : ℝ := 1 + (E - V r) / (2 * c ^ 2)

/-- The radial Dirac equations on `r > 0` for the large component `g` and the small
component `f` with relativistic quantum number `κ`, for `c ≠ 0`. -/
def DiracRadial (c E : ℝ) (κ : ℤ) (V g f : ℝ → ℝ) : Prop :=
  ∀ r > 0, HasDerivAt g (-(κ + 1) * g r / r + 2 * relMass c E V r * c * f r) r ∧
    HasDerivAt f ((κ - 1) * f r / r + (V r - E) * g r / c) r

/-- The scalar-relativistic expression for `φ'`, with centrifugal strength `L`,
for `c`, `r` and `M` nonzero. -/
def scalarRHS (c E L : ℝ) (V g φ : ℝ → ℝ) (r : ℝ) : ℝ :=
  -2 * φ r / r + (L / (2 * relMass c E V r * c * r ^ 2) + (V r - E) / c) * g r

/-- The spin-orbit term `(κ + 1) V' g / (4 M² c³ r)`, for `c`, `r` and `M` nonzero. -/
def spinOrbit (c E : ℝ) (κ : ℤ) (V V' g : ℝ → ℝ) (r : ℝ) : ℝ :=
  (κ + 1) * V' r * g r / (4 * relMass c E V r ^ 2 * c ^ 3 * r)

/-- The full expression for `φ'`: the scalar part with `L = κ (κ + 1)` minus the
spin-orbit term, for `c`, `r` and `M` nonzero. -/
def fullRHS (c E : ℝ) (κ : ℤ) (V V' g φ : ℝ → ℝ) (r : ℝ) : ℝ :=
  scalarRHS c E (κ * (κ + 1)) V g φ r - spinOrbit c E κ V V' g r

/-- Where the potential has slope `v`, the relativistic mass has slope `-v / (2 c²)`. -/
theorem relMass_hasDerivAt {r v : ℝ} (hV : HasDerivAt V v r) :
    HasDerivAt (relMass c E V) (-v / (2 * c ^ 2)) r :=
  ((hV.const_sub E).div_const (2 * c ^ 2)).const_add 1

/-- At `r > 0`, if `g' = 2 M c φ` with `c` and `M` nonzero, then `φ` is the small component of the
Dirac solution minus `(κ + 1) g / (2 M c r)`. -/
theorem phi_eq (hc : c ≠ 0) (hD : DiracRadial c E κ V g f) {r : ℝ} (hr : 0 < r)
    (hM : relMass c E V r ≠ 0) (hφ : HasDerivAt g (2 * relMass c E V r * c * φ r) r) :
    φ r = f r - (κ + 1) * g r / (2 * relMass c E V r * c * r) := by
  have h := hφ.unique (hD r hr).1
  have hne : 2 * relMass c E V r * c ≠ 0 := by positivity
  apply mul_left_cancel₀ hne
  rw [h]
  field_simp
  ring

/-- Koelling-Harmon equation: for a radial Dirac solution in a differentiable potential, with `c`
and `M` nonzero, the function `φ` given by `g' = 2 M c φ` has at every `r > 0` as derivative the
scalar part minus the spin-orbit term. -/
theorem koelling_harmon (hc : c ≠ 0) (hM : ∀ r > 0, relMass c E V r ≠ 0)
    (hV : ∀ r > 0, HasDerivAt V (V' r) r) (hD : DiracRadial c E κ V g f)
    (hφ : ∀ r > 0, HasDerivAt g (2 * relMass c E V r * c * φ r) r) :
    ∀ r > 0, HasDerivAt φ (fullRHS c E κ V V' g φ r) r := by
  intro r hr
  have hm := hM r hr
  have hr0 : r ≠ 0 := ne_of_gt hr
  have hden := (((relMass_hasDerivAt (c := c) (E := E) (hV r hr)).const_mul 2).mul_const
    c).fun_mul (hasDerivAt_id' r)
  have hne : 2 * relMass c E V r * c * r ≠ 0 := by positivity
  -- differentiate `f - (κ + 1) g / (2 M c r)`, which equals `φ` near `r`
  have hs := (hD r hr).2.fun_sub (((hD r hr).1.const_mul ((κ : ℝ) + 1)).fun_div hden hne)
  have he : φ =ᶠ[𝓝 r] fun s => f s - (κ + 1) * g s / (2 * relMass c E V s * c * s) := by
    filter_upwards [Ioi_mem_nhds hr] with s hs
    exact phi_eq hc hD hs (hM s hs) (hφ s hs)
  refine (hs.congr_of_eventuallyEq he).congr_deriv ?_
  simp only [fullRHS, scalarRHS, spinOrbit]
  rw [phi_eq hc hD hr hm (hφ r hr)]
  field_simp
  ring

/-- The centrifugal strength `κ (κ + 1)` equals `l (l + 1)` exactly for `κ = l` and
`κ = -l - 1`. -/
theorem centrifugal_iff (κ : ℤ) (l : ℕ) :
    κ * (κ + 1) = l * (l + 1) ↔ κ = l ∨ κ = -l - 1 := by
  constructor
  · intro h
    have h0 : (κ - l) * (κ + l + 1) = 0 := by linear_combination h
    rcases mul_eq_zero.mp h0 with h1 | h1
    · left; omega
    · right; omega
  · rintro (rfl | rfl)
    · rfl
    · ring

/-- At common `g` and `φ`, the sum of the full expressions for `κ = l` and `κ = -l - 1`, weighted
by `|κ|`, is `2 l + 1` times the scalar expression with `L = l (l + 1)`. -/
theorem spin_orbit_average (c E : ℝ) (l : ℕ) (V V' g φ : ℝ → ℝ) (r : ℝ) :
    |(l : ℝ)| * fullRHS c E l V V' g φ r + |-(l : ℝ) - 1| * fullRHS c E (-l - 1) V V' g φ r
      = (2 * l + 1) * scalarRHS c E (l * (l + 1)) V g φ r := by
  have hl : (0 : ℝ) ≤ l := Nat.cast_nonneg l
  rw [abs_of_nonneg hl, abs_of_nonpos (by linarith : -(l : ℝ) - 1 ≤ 0)]
  simp only [fullRHS, scalarRHS, spinOrbit]
  push_cast
  ring

/-- For a radial Dirac solution with `κ = -1` in a differentiable potential, with `c` and `M`
nonzero, the function `φ` given by `g' = 2 M c φ` satisfies the scalar equation with `L = 0` exactly
at every `r > 0`. -/
theorem scalar_exact (hc : c ≠ 0) (hM : ∀ r > 0, relMass c E V r ≠ 0)
    (hV : ∀ r > 0, HasDerivAt V (V' r) r) (hD : DiracRadial c E (-1) V g f)
    (hφ : ∀ r > 0, HasDerivAt g (2 * relMass c E V r * c * φ r) r) :
    ∀ r > 0, HasDerivAt φ (scalarRHS c E 0 V g φ r) r := fun r hr =>
  (koelling_harmon hc hM hV hD hφ r hr).congr_deriv (by simp [fullRHS, spinOrbit])

/-- In the Coulomb potential `-Z / r` with `Z > 0`, `γ > 0` and `Z² = c² (1 - γ²)`, the function
`r^(γ-1) exp (-Z r)` and its multiple by `(γ - 1) c / Z` solve the Dirac equations for `κ = -1`
and `E = (γ - 1) c²`, and `M` is nonzero on `r > 0`. -/
theorem coulomb_witness {Z γ : ℝ} (hZ : 0 < Z) (hγ : 0 < γ)
    (h : Z ^ 2 = c ^ 2 * (1 - γ ^ 2)) :
    (∀ r > 0, relMass c ((γ - 1) * c ^ 2) (fun s => -Z / s) r ≠ 0) ∧
    DiracRadial c ((γ - 1) * c ^ 2) (-1) (fun s => -Z / s)
      (fun s => s ^ (γ - 1) * Real.exp (-Z * s))
      (fun s => (γ - 1) * c / Z * (s ^ (γ - 1) * Real.exp (-Z * s))) := by
  have hc : c ≠ 0 := by
    rintro rfl
    nlinarith [pow_pos hZ 2]
  have hZ0 : Z ≠ 0 := ne_of_gt hZ
  have hm : ∀ r > 0, relMass c ((γ - 1) * c ^ 2) (fun s => -Z / s) r
      = (γ + 1) / 2 + Z / (2 * c ^ 2 * r) := by
    intro r hr
    have hr0 : r ≠ 0 := ne_of_gt hr
    simp only [relMass]
    field_simp
    ring
  refine ⟨fun r hr => ?_, fun r hr => ?_⟩
  · rw [hm r hr]
    positivity
  · have hr0 : r ≠ 0 := ne_of_gt hr
    have hu : HasDerivAt (fun s : ℝ => s ^ (γ - 1) * Real.exp (-Z * s))
        (((γ - 1) / r - Z) * (r ^ (γ - 1) * Real.exp (-Z * r))) r := by
      refine ((Real.hasDerivAt_rpow_const (p := γ - 1) (Or.inl hr0)).fun_mul
        ((hasDerivAt_id' r).const_mul (-Z)).exp).congr_deriv ?_
      rw [Real.rpow_sub_one hr0 (γ - 1)]
      ring
    -- the relations between the amplitude ratio, the charge and `γ`
    have ha : c ^ 2 * (γ ^ 2 - 1) / Z = -Z := by
      rw [div_eq_iff hZ0]
      linear_combination h
    have hb : 2 * (Z / (2 * c ^ 2 * r)) * c * ((γ - 1) * c / Z) = (γ - 1) / r := by
      field_simp
    have hd : (γ - 1) * c / Z * Z = (γ - 1) * c := div_mul_cancel₀ _ hZ0
    have he : (γ - 1) * c / Z * (γ + 1) = -Z / c := by
      rw [eq_div_iff hc]
      linear_combination ha
    have hk : (γ - 1) * c ^ 2 / c = (γ - 1) * c := by
      rw [div_eq_iff hc]
      ring
    constructor
    · refine hu.congr_deriv ?_
      rw [hm r hr]
      push_cast
      linear_combination (-(r ^ (γ - 1) * Real.exp (-Z * r))) * (hb + ha)
    · refine (hu.const_mul ((γ - 1) * c / Z)).congr_deriv ?_
      push_cast
      linear_combination (r ^ (γ - 1) * Real.exp (-Z * r)) * (he / r - hd + hk)

end

end KoellingHarmon
```

```lean
#print axioms KoellingHarmon.koelling_harmon
#print axioms KoellingHarmon.centrifugal_iff
#print axioms KoellingHarmon.spin_orbit_average
#print axioms KoellingHarmon.scalar_exact
```

```
'KoellingHarmon.koelling_harmon' depends on axioms: [propext, Classical.choice, Quot.sound]
'KoellingHarmon.centrifugal_iff' depends on axioms: [propext, Classical.choice, Quot.sound]
'KoellingHarmon.spin_orbit_average' depends on axioms: [propext, Classical.choice, Quot.sound]
'KoellingHarmon.scalar_exact' depends on axioms: [propext, Classical.choice, Quot.sound]
```

### From the derivatives to the algebra

`relMass_hasDerivAt` supplies $M'$. `phi_eq` compares the two expressions for $g'$, which agree because a derivative is unique, and cancels $2Mc$.

In `koelling_harmon`, `hden` differentiates the denominator $2Mcr$, and `hs` differentiates $f-(\kappa+1)g/(2Mcr)$. Equality at a single point would not transfer a derivative, so `he` shows that this expression equals $\varphi$ throughout a neighbourhood of $r$. After $\varphi$ is replaced by its formula, `field_simp` and `ring` collect the coefficients as above.

`centrifugal_iff` uses the factorisation, `spin_orbit_average` evaluates the absolute values and leaves the cancellation to `ring`, and `scalar_exact` sets $\kappa=-1$.

`coulomb_witness` provides a concrete Dirac solution, the hydrogen-like ground state with $V=-Z/r$, $\gamma=\sqrt{1-Z^2/c^2}$ and $0<Z<c$:

$$g=r^{\gamma-1}e^{-Zr},\qquad f=\frac{(\gamma-1)c}{Z}g,\qquad E=(\gamma-1)c^2.$$

The proof computes $g'=\left(\frac{\gamma-1}{r}-Z\right)g$ and $M=\frac{\gamma+1}{2}+\frac{Z}{2c^2r}>0$, then matches the coefficients through $Z^2=c^2(1-\gamma^2)$. To normalise $\int_0^\infty r^2(g^2+f^2)\,dr$ to one, multiply both components by

$$\left[\frac{(1+\gamma)(2Z)^{2\gamma+1}}{2\,\Gamma(2\gamma+1)}\right]^{1/2}.$$

### A vanishing mass leaves $\varphi$ undetermined

Take $\kappa=-1$ and the constant potential $V=E+2c^2$, so that $M=0$ everywhere. Then $g=1$, $f=2cr/3$ solves the Dirac equations: $g'=0$, and $f'=-2f/r+2c=2c/3$. This solution cannot be normalised and is not a physical state; it only tests the hypothesis.

The relation $g'=2Mc\varphi$ now reads $0=0$ and allows any $\varphi$. Choose $\varphi=0$. The terms with $M$ in the denominator have zero numerators, and Lean evaluates them as zero, so the claimed equation becomes $0=2c$, which is false for $c\neq0$. Every hypothesis of `koelling_harmon` except $M\neq0$ is satisfied.
